# One flipped spin on the equilateral spin-1/2 Heisenberg triangle: return probability (5+4cos(3Jt/2))/9, and at most 4/9 on each other site

## Checking a propagated trimer

When a time-propagation code for spin clusters is tried on a triangle with equal couplings, its site populations can be compared with a closed formula at every time step. The formula applies to an isolated spin-1/2 Heisenberg trimer that starts with one spin down on a known site and the other two up. Here $\hbar=1$, and $J$ multiplies $\mathbf S_i\cdot\mathbf S_j$ with each bond counted once; a code with another convention for $J$ needs it converted first. The formula also shows that in this closed, symmetric cluster the flip is never transferred completely to one neighbour.

## Exchange form of the Hamiltonian

Label the sites 0, 1, 2 and set $\hbar=1$. With real coupling $J$,

$$H=J(\mathbf S_0\cdot\mathbf S_1+\mathbf S_1\cdot\mathbf S_2+\mathbf S_0\cdot\mathbf S_2).$$

Let $P_{ij}$ exchange the spins on sites $i\neq j$. On parallel spins $\mathbf S_i\cdot\mathbf S_j$ gives $1/4$. On an antiparallel pair the $z$ part gives $-1/4$, and the $x$ and $y$ parts together give $1/2$ times the exchanged pair. Both cases are covered by

$$\mathbf S_i\cdot\mathbf S_j=\tfrac12P_{ij}-\tfrac14 .$$

Let $c_j(t)$ be the amplitude for the single down spin to be on site $j$, and let $\Sigma=c_0+c_1+c_2$. Of the three exchanges, one leaves site $j$ alone and the other two carry it to the two other sites. Hence

$$i\dot c_j=\tfrac J2\Sigma-\tfrac{3J}4c_j .$$

## Two energies and their interference

Summing over $j$ gives $i\dot\Sigma=(\tfrac{3J}2-\tfrac{3J}4)\Sigma=\tfrac{3J}4\Sigma$. For the deviation $d_j=c_j-\Sigma/3$,

$$i\dot d_j=\tfrac J2\Sigma-\tfrac{3J}4c_j-\tfrac J4\Sigma=-\tfrac{3J}4d_j .$$

If $i\dot f=Ef$, then $e^{iEt}f$ has zero derivative, so $f(t)=e^{-iEt}f(0)$. A flip starting on site $k$ has $\Sigma(0)=1$ and $d_j(0)=\delta_{jk}-\tfrac13$. Therefore

$$c_j(t)=\tfrac13e^{-3iJt/4}+\left(\delta_{jk}-\tfrac13\right)e^{3iJt/4}.$$

For real $p,q$ we have $|pe^{-i\theta}+qe^{i\theta}|^2=p^2+q^2+2pq\cos2\theta$. Taking $\theta=3Jt/4$ and $p=\tfrac13$, with $q=\tfrac23$ on the starting site and $q=-\tfrac13$ elsewhere, gives

$$|c_k|^2=\frac{5+4\cos(3Jt/2)}9,\qquad |c_j|^2=\frac{2-2\cos(3Jt/2)}9\quad(j\ne k).$$

Since $\cos\ge-1$, the second probability is at most $4/9$. For $J\neq0$ it equals $4/9$ at $t=2\pi/(3J)$, where the cosine is $-1$.

## The statement in Lean

A state is a function `Config → ℂ` on the eight spin configurations, with `0` for up and `1` for down. `siteOp` applies a spin matrix to one site, and `heis` is built from these operators, counting each bond once. `IsEvolution J ψ` is the Schrödinger equation for every component at every real time.

`flipped_spin_probabilities` takes any such solution with `ψ 0 = siteState k`, a unit vector, and gives both probabilities and the bound. It allows $J=0$ and either sign of $J$. `transfer_bound_attained` adds `J ≠ 0`; for negative $J$ its time is negative. `evolved_witness` supplies a solution for every $J$ and $k$.

The model has no magnetic field, anisotropy, unequal bonds or environment.

```lean
import Mathlib

open Complex Function

namespace TrimerSpinDynamics

noncomputable section

/-- A spin configuration of the three sites: `0` is spin up, `1` is spin down. -/
abbrev Config := Fin 3 → Fin 2

/-- The spin-1/2 matrix of the x component. -/
def sx : Matrix (Fin 2) (Fin 2) ℂ := !![0, 1/2; 1/2, 0]

/-- The spin-1/2 matrix of the y component. -/
def sy : Matrix (Fin 2) (Fin 2) ℂ := !![0, -I/2; I/2, 0]

/-- The spin-1/2 matrix of the z component. -/
def sz : Matrix (Fin 2) (Fin 2) ℂ := !![1/2, 0; 0, -1/2]

/-- The one-spin operator `M` acting on site `i` of a three-spin state. -/
def siteOp (M : Matrix (Fin 2) (Fin 2) ℂ) (i : Fin 3) (ψ : Config → ℂ) : Config → ℂ :=
  fun s => ∑ b, M (s i) b * ψ (update s i b)

/-- The scalar product of the spins on sites `i` and `j`, applied to a state. -/
def spinDot (i j : Fin 3) (ψ : Config → ℂ) : Config → ℂ :=
  fun s => siteOp sx i (siteOp sx j ψ) s + siteOp sy i (siteOp sy j ψ) s
    + siteOp sz i (siteOp sz j ψ) s

/-- The Heisenberg Hamiltonian of the equilateral triangle with coupling `J`. -/
def heis (J : ℝ) (ψ : Config → ℂ) : Config → ℂ :=
  fun s => J * (spinDot 0 1 ψ s + spinDot 1 2 ψ s + spinDot 0 2 ψ s)

/-- The Schrödinger equation of the triangle, with `ħ = 1`. -/
def IsEvolution (J : ℝ) (ψ : ℝ → Config → ℂ) : Prop :=
  ∀ t s, HasDerivAt (fun τ => ψ τ s) (-I * heis J (ψ t) s) t

/-- The configuration with the spin on site `k` down and the others up. -/
def oneFlip (k : Fin 3) : Config := fun i => if i = k then 1 else 0

/-- The basis state with a single flipped spin on site `k`. -/
def siteState (k : Fin 3) : Config → ℂ := fun s => if s = oneFlip k then 1 else 0

/-- The sum of the three one-flip basis states. -/
def wState : Config → ℂ := fun s => ∑ j, siteState j s

/-- The phase factor `exp(-iEt)`. -/
def phase (E t : ℝ) : ℂ := cexp (((-(E * t) : ℝ) : ℂ) * I)

/-- An explicit superposition of one-flip states with phases of energies `3J/4` and `-3J/4`. -/
def evolved (J : ℝ) (k : Fin 3) (t : ℝ) : Config → ℂ :=
  fun s => phase (3 * J / 4) t * (wState s / 3)
    + phase (-(3 * J / 4)) t * (siteState k s - wState s / 3)

/-- Dirac's exchange identity: the scalar product of two spins is half their exchange
minus one quarter. -/
theorem spinDot_eq_exchange {i j : Fin 3} (hij : i ≠ j) (ψ : Config → ℂ) (s : Config) :
    spinDot i j ψ s = 1/2 * ψ (s ∘ Equiv.swap i j) - 1/4 * ψ s := by
  -- the identity for two spins, with the third one a spectator
  have key : ∀ (p q : Fin 2) (F : Fin 2 → Fin 2 → ℂ),
      (∑ b, sx p b * ∑ c, sx q c * F b c) + (∑ b, sy p b * ∑ c, sy q c * F b c)
        + (∑ b, sz p b * ∑ c, sz q c * F b c) = 1/2 * F q p - 1/4 * F p q := by
    intro p q F
    fin_cases p <;> fin_cases q <;> simp [sx, sy, sz, Fin.sum_univ_two] <;>
      (try ring_nf) <;> (try simp only [Complex.I_sq]) <;> (try ring)
  have e1 : s ∘ Equiv.swap i j = update (update s i (s j)) j (s i) := by
    funext x
    by_cases hj : x = j
    · simp [hj]
    · by_cases hi : x = i
      · simp [hi, hij]
      · simp [hi, hj, Equiv.swap_apply_of_ne_of_ne hi hj]
  have e2 : update (update s i (s i)) j (s j) = s := by simp
  have e3 : ∀ b, update s i b j = s j := fun b => update_of_ne hij.symm b s
  have h := key (s i) (s j) (fun b c => ψ (update (update s i b) j c))
  simp only [e2] at h
  simp only [spinDot, siteOp, e3, e1]
  exact h

/-- The Hamiltonian of the triangle written with the three exchanges of two spins. -/
theorem heis_apply (J : ℝ) (ψ : Config → ℂ) (s : Config) :
    heis J ψ s = J * ((ψ (s ∘ Equiv.swap 0 1) + ψ (s ∘ Equiv.swap 1 2)
      + ψ (s ∘ Equiv.swap 0 2)) / 2 - 3/4 * ψ s) := by
  simp only [heis]
  rw [spinDot_eq_exchange (by decide), spinDot_eq_exchange (by decide),
    spinDot_eq_exchange (by decide)]
  ring

lemma sum_swaps (g : Fin 3 → ℂ) (k : Fin 3) :
    g (Equiv.swap 0 1 k) + g (Equiv.swap 1 2 k) + g (Equiv.swap 0 2 k) = ∑ j, g j := by
  rcases (by decide : ∀ k : Fin 3, k = 0 ∨ k = 1 ∨ k = 2) k with rfl | rfl | rfl <;>
    simp [Equiv.swap_apply_def, Fin.sum_univ_three] <;> ring

lemma oneFlip_comp (i j k : Fin 3) :
    oneFlip k ∘ Equiv.swap i j = oneFlip (Equiv.swap i j k) := by
  revert i j k; decide

lemma siteState_comp (i j k : Fin 3) (s : Config) :
    siteState k (s ∘ Equiv.swap i j) = siteState (Equiv.swap i j k) s := by
  have h : s ∘ Equiv.swap i j = oneFlip k ↔ s = oneFlip (Equiv.swap i j k) := by
    constructor
    · intro h
      rw [← oneFlip_comp, ← h]
      funext x
      simp
    · rintro rfl
      rw [oneFlip_comp]
      simp
  simp only [siteState, h]

lemma siteState_oneFlip (k j : Fin 3) :
    siteState k (oneFlip j) = if j = k then 1 else 0 := by
  have h : oneFlip j = oneFlip k ↔ j = k := by revert j k; decide
  simp only [siteState, h]

/-- On a one-flip amplitude the Hamiltonian gives `J/2` times the sum of the three one-flip
amplitudes minus `3J/4` times the amplitude itself. -/
theorem heis_oneFlip (J : ℝ) (ψ : Config → ℂ) (k : Fin 3) :
    heis J ψ (oneFlip k) = J / 2 * ∑ j, ψ (oneFlip j) - 3 * J / 4 * ψ (oneFlip k) := by
  have h := sum_swaps (fun j => ψ (oneFlip j)) k
  beta_reduce at h
  rw [heis_apply]
  simp only [oneFlip_comp]
  linear_combination (J / 2 : ℂ) * h

lemma hasDerivAt_phase (E t : ℝ) : HasDerivAt (phase E) (-I * E * phase E t) t := by
  have h : HasDerivAt (fun τ : ℝ => ((-(E * τ) : ℝ) : ℂ) * I) (-I * E) t := by
    have h1 : HasDerivAt (fun τ : ℝ => -(E * τ)) (-E) t := by
      simpa using ((hasDerivAt_id t).const_mul E).fun_neg
    refine (h1.ofReal_comp.mul_const I).congr_deriv ?_
    push_cast
    ring
  exact h.cexp.congr_deriv (by simp only [phase]; ring)

/-- An amplitude obeying the Schrödinger equation with a single energy `E` only acquires
the phase `exp(-iEt)`. -/
theorem eq_phase_mul {E : ℝ} {f : ℝ → ℂ} (hf : ∀ t, HasDerivAt f (-I * E * f t) t) (t : ℝ) :
    f t = phase E t * f 0 := by
  -- the integrating factor makes the product constant
  have hg : ∀ τ, HasDerivAt (fun τ => phase (-E) τ * f τ) 0 τ := fun τ =>
    ((hasDerivAt_phase (-E) τ).fun_mul (hf τ)).congr_deriv (by push_cast; ring)
  have hc : phase (-E) t * f t = phase (-E) 0 * f 0 :=
    is_const_of_deriv_eq_zero (fun τ => (hg τ).differentiableAt) (fun τ => (hg τ).deriv) t 0
  have h0 : phase (-E) 0 = 1 := by simp [phase]
  have h1 : phase E t * phase (-E) t = 1 := by
    simp only [phase]
    rw [← Complex.exp_add, ← Complex.exp_zero]
    congr 1
    push_cast
    ring
  rw [h0] at hc
  linear_combination phase E t * hc - f t * h1

/-- The explicit state `evolved J k` solves the Schrödinger equation and starts as the
single flipped spin on site `k`. -/
theorem evolved_witness (J : ℝ) (k : Fin 3) :
    IsEvolution J (evolved J k) ∧ evolved J k 0 = siteState k := by
  constructor
  · intro t s
    have hk := sum_swaps (fun j => siteState j s) k
    have hw : ∀ i j, wState (s ∘ Equiv.swap i j) = wState s := fun i j => by
      simp only [wState, siteState_comp]
      exact Equiv.sum_comp (Equiv.swap i j) (fun l => siteState l s)
    change _ = wState s at hk
    refine (((hasDerivAt_phase (3 * J / 4) t).mul_const (wState s / 3)).fun_add
      ((hasDerivAt_phase (-(3 * J / 4)) t).mul_const
        (siteState k s - wState s / 3))).congr_deriv ?_
    rw [heis_apply]
    simp only [evolved, hw, siteState_comp]
    push_cast
    linear_combination (I * J / 2 * phase (-(3 * J / 4)) t) * hk
  · funext s
    simp [evolved, phase]

/-- The one-flip amplitudes of every solution starting from the flipped spin on site `k`,
as a sum of two phases with energies `3J/4` and `-3J/4`. -/
theorem amplitude_eq {J : ℝ} {ψ : ℝ → Config → ℂ} {k : Fin 3} (hψ : IsEvolution J ψ)
    (h0 : ψ 0 = siteState k) (t : ℝ) (j : Fin 3) :
    ψ t (oneFlip j) = phase (3 * J / 4) t * (1 / 3)
      + phase (-(3 * J / 4)) t * ((if j = k then 1 else 0) - 1 / 3) := by
  -- the sum of the amplitudes has energy 3J/4
  have ha : ∀ τ, HasDerivAt (fun τ => ∑ i, ψ τ (oneFlip i))
      (-I * ((3 * J / 4 : ℝ) : ℂ) * ∑ i, ψ τ (oneFlip i)) τ := fun τ => by
    refine (HasDerivAt.fun_sum (fun i _ => hψ τ (oneFlip i))).congr_deriv ?_
    simp only [heis_oneFlip, Fin.sum_univ_three]
    push_cast
    ring
  -- the deviation from the mean has energy -3J/4
  have hb : ∀ τ, HasDerivAt (fun τ => ψ τ (oneFlip j) - (∑ i, ψ τ (oneFlip i)) / 3)
      (-I * ((-(3 * J / 4) : ℝ) : ℂ) * (ψ τ (oneFlip j) - (∑ i, ψ τ (oneFlip i)) / 3)) τ :=
    fun τ => ((hψ τ (oneFlip j)).fun_sub ((ha τ).div_const 3)).congr_deriv (by
      rw [heis_oneFlip]; push_cast; ring)
  have hs : ∑ i, siteState k (oneFlip i) = 1 := by simp [siteState_oneFlip]
  have A := eq_phase_mul ha t
  have B := eq_phase_mul hb t
  simp only [h0, hs] at A B
  rw [siteState_oneFlip] at B
  linear_combination B + A / 3

lemma norm_sq_two_phases (E t p q : ℝ) :
    ‖phase E t * p + phase (-E) t * q‖ ^ 2 = p ^ 2 + q ^ 2 + 2 * p * q * Real.cos (2 * (E * t)) := by
  have e : ∀ x : ℝ, cexp ((x : ℂ) * I) = ⟨Real.cos x, Real.sin x⟩ := fun x =>
    Complex.ext (Complex.exp_ofReal_mul_I_re x) (Complex.exp_ofReal_mul_I_im x)
  have hn : -(-E * t) = E * t := by ring
  simp only [phase, hn, e, Real.cos_neg, Real.sin_neg]
  rw [← Complex.normSq_eq_norm_sq, Complex.normSq_apply, Real.cos_two_mul]
  simp only [Complex.add_re, Complex.add_im, Complex.mul_re, Complex.mul_im,
    Complex.ofReal_re, Complex.ofReal_im]
  linear_combination (q - p) ^ 2 * Real.sin_sq_add_cos_sq (E * t)

/-- A single flipped spin starting on site `k` is found there at time `t` with probability
`(5 + 4 cos(3Jt/2))/9`, and on each other site with probability `(2 - 2 cos(3Jt/2))/9`,
which is at most `4/9`. -/
theorem flipped_spin_probabilities {J : ℝ} {ψ : ℝ → Config → ℂ} {k : Fin 3}
    (hψ : IsEvolution J ψ) (h0 : ψ 0 = siteState k) (t : ℝ) :
    ‖ψ t (oneFlip k)‖ ^ 2 = (5 + 4 * Real.cos (3 * J * t / 2)) / 9 ∧
    ∀ j, j ≠ k → ‖ψ t (oneFlip j)‖ ^ 2 = (2 - 2 * Real.cos (3 * J * t / 2)) / 9 ∧
      ‖ψ t (oneFlip j)‖ ^ 2 ≤ 4 / 9 := by
  have harg : 2 * (3 * J / 4 * t) = 3 * J * t / 2 := by ring
  constructor
  · have e : ψ t (oneFlip k) = phase (3 * J / 4) t * ((1 / 3 : ℝ) : ℂ)
        + phase (-(3 * J / 4)) t * ((2 / 3 : ℝ) : ℂ) := by
      rw [amplitude_eq hψ h0, if_pos rfl]
      push_cast
      ring
    rw [e, norm_sq_two_phases, harg]
    ring
  · intro j hj
    have e : ψ t (oneFlip j) = phase (3 * J / 4) t * ((1 / 3 : ℝ) : ℂ)
        + phase (-(3 * J / 4)) t * ((-1 / 3 : ℝ) : ℂ) := by
      rw [amplitude_eq hψ h0, if_neg hj]
      push_cast
      ring
    have h : ‖ψ t (oneFlip j)‖ ^ 2 = (2 - 2 * Real.cos (3 * J * t / 2)) / 9 := by
      rw [e, norm_sq_two_phases, harg]
      ring
    exact ⟨h, by rw [h]; linarith [Real.neg_one_le_cos (3 * J * t / 2)]⟩

/-- For nonzero coupling, the probability on each other site equals `4/9` at time
`2π/(3J)`. -/
theorem transfer_bound_attained {J : ℝ} (hJ : J ≠ 0) {ψ : ℝ → Config → ℂ} {k j : Fin 3}
    (hψ : IsEvolution J ψ) (h0 : ψ 0 = siteState k) (hj : j ≠ k) :
    ‖ψ (2 * Real.pi / (3 * J)) (oneFlip j)‖ ^ 2 = 4 / 9 := by
  have ht : 3 * J * (2 * Real.pi / (3 * J)) / 2 = Real.pi := by field_simp
  rw [((flipped_spin_probabilities hψ h0 _).2 j hj).1, ht, Real.cos_pi]
  norm_num

end

end TrimerSpinDynamics
```

```lean
#print axioms TrimerSpinDynamics.flipped_spin_probabilities
#print axioms TrimerSpinDynamics.transfer_bound_attained
```

```
'TrimerSpinDynamics.flipped_spin_probabilities' depends on axioms: [propext, Classical.choice, Quot.sound]
'TrimerSpinDynamics.transfer_bound_attained' depends on axioms: [propext, Classical.choice, Quot.sound]
```

## From exchanges to probabilities in the proof

In `spinDot_eq_exchange`, `key` checks the four combinations of two spin values, with the third spin a spectator, and `e1` writes the exchange as two successive site updates. `heis_apply` adds the three bonds. `oneFlip_comp` tracks the flipped site under an exchange and `sum_swaps` collects the three amplitudes, which gives the equation for $c_j$ in `heis_oneFlip`.

`eq_phase_mul` is the integrating-factor argument: a function with zero derivative everywhere is constant. In `amplitude_eq`, `ha` and `hb` are the equations for $\Sigma$ and $d_j$, and the last line recombines them as $c_j=d_j+\Sigma/3$. `norm_sq_two_phases` computes the interference, and the main theorem inserts the values of $p$ and $q$.

For `evolved_witness`, the initial state is split into `wState / 3` and a remainder. `wState` has norm $\sqrt3$; the normalised symmetric state carries weight $1/3$ in the initial state. The proof uses the invariance of `wState` under every exchange, and `siteState_comp` with `sum_swaps` handles the remainder. The final theorem evaluates the cosine at $\pi$.
